# Detuning bounds the population of an initially empty level coupled to degenerate levels

An excited level lies an energy $D$ away from finitely many degenerate levels, which couple to it but not to each other. If the Hamiltonian is constant in time and the excited level starts empty, how much population can it ever acquire? The model gives the excited level an index of its own: the levels are labelled by `Option ι`, where `none` is the detuned level, written 0 below, and `some k` is the degenerate level $k$.

In Lean 4 with Mathlib:

```lean
import Mathlib

open Matrix ComplexConjugate

namespace FarDetunedLevel

noncomputable section

variable {ι n : Type*} [Fintype ι] [Fintype n] [DecidableEq n]
```

With $\hbar=1$, the Hamiltonian has $H_{00}=D$, $H_{k0}=g_k$, $H_{0k}=\bar g_k$ and zeros elsewhere. The detuning $D$ is often written $\Delta$, in some texts with the opposite sign, and $g_k$ is the full matrix element, so the resonant Rabi frequency of one coupling is $2|g_k|$.

```lean
/-- The Hamiltonian of a level `none` with detuning `D`, coupled with strengths `g k` to
degenerate levels `some k` of energy zero. -/
def hamiltonian (D : ℝ) (g : ι → ℂ) : Matrix (Option ι) (Option ι) ℂ :=
  Matrix.of fun i j => match i, j with
    | none, none => (D : ℂ)
    | some k, none => g k
    | none, some k => conj (g k)
    | some _, some _ => 0
```

The collective coupling $G\ge 0$ is given by $G^2=\sum_k|g_k|^2$, and a state $v$ evolves to $\psi=e^{-itH}v$.

```lean
/-- The squared collective coupling `G² = ∑ |g k|²`. -/
def couplingSq (g : ι → ℂ) : ℝ := ∑ k, ‖g k‖ ^ 2

/-- The propagator `exp(-itH)`, in units with `ħ = 1`. -/
def evolve (H : Matrix n n ℂ) (t : ℝ) : Matrix n n ℂ :=
  NormedSpace.exp ((-(Complex.I * (t : ℂ))) • H)
```

Two vectors serve to show that the bound is attained: the bright state $(0,g/G)$ and the dressed vector $(l,g)$. The latter is unnormalised; for $G>0$ the unit vector is $(l,g)/\sqrt{l^2+G^2}$.

```lean
/-- The normalised superposition `g / G` of the degenerate levels, for couplings that are
not all zero. -/
def brightState (g : ι → ℂ) : Option ι → ℂ
  | none => 0
  | some k => g k / (Real.sqrt (couplingSq g) : ℂ)

/-- The unnormalised vector with amplitude `l` on the detuned level and `g k` on level `k`. -/
def dressed (g : ι → ℂ) (l : ℝ) : Option ι → ℂ
  | none => (l : ℂ)
  | some k => g k
```

## A constant Hermitian Hamiltonian

Physically, the system is closed and its parameters are fixed. For a laser-driven atom, such an $H$ is usually obtained in a rotating frame with the rotating-wave approximation; that step is assumed here.

By hand, $H^\dagger=H$ makes $U=e^{-itH}$ unitary. If $M$ commutes with $H$, it commutes with $U$, and
$$\psi^\dagger M\psi=v^\dagger U^\dagger MUv=v^\dagger U^\dagger UMv=v^\dagger Mv.$$
The choice $M=1$ conserves the norm, and $M=H$ conserves the energy. In the proof below, `hU` is unitarity, `hMU` is the commutation, and `key` combines them.

Without Hermiticity the population can grow without limit. With one degenerate level, $D=0$, $H_{01}=c\neq0$ and $H_{10}=0$, a start in level 1 gives $|\psi_0|^2=|c|^2t^2$.

```lean
/-- Under a Hermitian Hamiltonian, the expectation value of an observable that commutes
with it is constant in time. -/
theorem expectation_conserved {H M : Matrix n n ℂ} (hH : H.IsHermitian)
    (hM : Commute M H) (t : ℝ) (v : n → ℂ) :
    star (evolve H t *ᵥ v) ⬝ᵥ (M *ᵥ (evolve H t *ᵥ v)) = star v ⬝ᵥ (M *ᵥ v) := by
  -- the propagator is unitary
  have hU : (evolve H t)ᴴ * evolve H t = 1 := by
    have hz : star (-(Complex.I * (t : ℂ))) + -(Complex.I * (t : ℂ)) = 0 := by simp
    unfold evolve
    rw [← Matrix.exp_conjTranspose, conjTranspose_smul, hH.eq,
      ← Matrix.exp_add_of_commute _ _ (((Commute.refl H).smul_left _).smul_right _),
      ← add_smul, hz, zero_smul, NormedSpace.exp_zero]
  -- and it commutes with the observable
  have hMU : M * evolve H t = evolve H t * M := (hM.smul_right _).exp_right.eq
  have key : (evolve H t)ᴴ * (M * evolve H t) = M := by
    rw [hMU, ← mul_assoc, hU, one_mul]
  rw [star_mulVec, ← dotProduct_mulVec]
  simp only [mulVec_mulVec, key]
```

## Degenerate levels that do not couple to each other

The zero block of $H$ places the degenerate levels at the origin of energy, so $D$ is an energy difference. Let $S=\sum_k\bar g_k\psi_k$. Then $(H\psi)_0=D\psi_0+S$ and $(H\psi)_k=g_k\psi_0$, so
$$\psi^\dagger H\psi=D|\psi_0|^2+\bar\psi_0S+\psi_0\bar S.$$
The proof expands the sums over `Option ι`, where the zero block removes all other terms; `h` identifies the last one.

If the degenerate levels couple to each other, the bound can fail. Take two of them with $g_1=g_2\neq0$ and add the matrix elements $H_{12}=H_{21}=D\neq0$. The normalised sum of levels 1 and 2 then has energy $D$, so the transfer from it is resonant and level 0 fills completely.

```lean
/-- The mean energy is the detuning times the population of the detuned level, plus the
interference between its amplitude and the collective amplitude `∑ conj (g k) ψ k`. -/
theorem mean_energy (D : ℝ) (g : ι → ℂ) (ψ : Option ι → ℂ) :
    star ψ ⬝ᵥ (hamiltonian D g *ᵥ ψ) = D * (conj (ψ none) * ψ none)
      + (conj (ψ none) * (∑ k, conj (g k) * ψ (some k))
        + ψ none * conj (∑ k, conj (g k) * ψ (some k))) := by
  have h : ∑ k, conj (ψ (some k)) * (g k * ψ none)
      = ψ none * conj (∑ k, conj (g k) * ψ (some k)) := by
    rw [map_sum, Finset.mul_sum]
    refine Finset.sum_congr rfl fun k _ => ?_
    simp only [map_mul, Complex.conj_conj]
    ring
  simp only [dotProduct, mulVec, Fintype.sum_option, hamiltonian, Matrix.of_apply,
    Pi.star_apply, zero_mul, Finset.sum_const_zero, add_zero, Complex.star_def]
  rw [h]
  ring
```

## A state of unit norm

The populations add up to one. Write $p=|\psi_0|^2$ and suppose that the mean energy is zero. Then $D|\psi_0|^2=-(\bar\psi_0S+\psi_0\bar S)$, hence
$$|D|\,|\psi_0|^2\le2|\psi_0||S|.$$
If $\psi_0=0$, the claim is $0\le4G^2$. Otherwise divide by $|\psi_0|$, square, and apply Cauchy–Schwarz:
$$D^2p\le4|S|^2\le4G^2\sum_k|\psi_k|^2=4G^2(1-p).$$
The last equality is where the norm enters. Rearranged, this is $(D^2+4G^2)p\le4G^2$.

In the proof, `hS` is Cauchy–Schwarz, `hb` is the energy balance, the case split separates $\psi_0=0$, and `h4` is the norm condition.

Without a limit on the norm the bound fails: scaling a state by $c$ multiplies $p$ by $|c|^2$.

```lean
/-- A unit state of zero mean energy has a population `p` of the detuned level with
`(D² + 4G²) p ≤ 4G²`. -/
theorem population_le_of_zero_energy (D : ℝ) (g : ι → ℂ) (ψ : Option ι → ℂ)
    (hψ : ∑ i, ‖ψ i‖ ^ 2 = 1) (hE : star ψ ⬝ᵥ (hamiltonian D g *ᵥ ψ) = 0) :
    (D ^ 2 + 4 * couplingSq g) * ‖ψ none‖ ^ 2 ≤ 4 * couplingSq g := by
  rw [mean_energy] at hE
  rw [Fintype.sum_option] at hψ
  have hG : 0 ≤ couplingSq g := Finset.sum_nonneg fun k _ => sq_nonneg _
  -- Cauchy-Schwarz for the collective amplitude
  have hS : ‖∑ k, conj (g k) * ψ (some k)‖ ^ 2
      ≤ couplingSq g * ∑ k, ‖ψ (some k)‖ ^ 2 := by
    have h1 : ‖∑ k, conj (g k) * ψ (some k)‖ ≤ ∑ k, ‖g k‖ * ‖ψ (some k)‖ := by
      refine (norm_sum_le _ _).trans (le_of_eq ?_)
      refine Finset.sum_congr rfl fun k _ => ?_
      rw [norm_mul, RCLike.norm_conj]
    exact (pow_le_pow_left₀ (norm_nonneg _) h1 2).trans
      (Finset.sum_mul_sq_le_sq_mul_sq _ _ _)
  generalize (∑ k, conj (g k) * ψ (some k)) = S at hE hS
  -- the detuning energy is balanced by the interference term
  have hb : |D| * (‖ψ none‖ * ‖ψ none‖) ≤ 2 * ‖S‖ * ‖ψ none‖ := by
    have e : (D : ℂ) * (conj (ψ none) * ψ none)
        = -(conj (ψ none) * S + ψ none * conj S) := by linear_combination hE
    have e' := congrArg norm e
    have tri := norm_add_le (conj (ψ none) * S) (ψ none * conj S)
    simp only [norm_neg, norm_mul, RCLike.norm_conj, Complex.norm_real,
      Real.norm_eq_abs] at e' tri
    linarith
  rcases (norm_nonneg (ψ none)).eq_or_lt with h0 | hpos
  · rw [← h0]
    nlinarith
  · have h2 : |D| * ‖ψ none‖ ≤ 2 * ‖S‖ :=
      le_of_mul_le_mul_right (by linarith) hpos
    have h3 := pow_le_pow_left₀ (by positivity) h2 2
    rw [mul_pow, sq_abs, mul_pow] at h3
    have h4 : ∑ k, ‖ψ (some k)‖ ^ 2 = 1 - ‖ψ none‖ ^ 2 := by linarith
    rw [h4] at hS
    linarith
```

## An empty detuned level at the start

The condition `h0`, that is $v_0=0$, means that the system is prepared within the degenerate levels, in any superposition. Every term of the mean energy contains $v_0$ or its conjugate, so the energy is zero at the start and, by conservation, at every time. The previous inequality then applies to $\psi$.

The theorem says that for every real $D$, all complex $g_k$, every unit $v$ with $v_0=0$ and every real $t$, the population satisfies $(D^2+4G^2)p\le4G^2$. For $D\ne0$ this is $p\le4G^2/(D^2+4G^2)$. The proof checks Hermiticity entry by entry and uses `expectation_conserved` twice, once for the norm and once for the energy.

With no condition on the initial state, one may start in level 0 itself. Then $p=1$ at $t=0$, which violates the bound for $D\neq0$.

```lean
/-- If a unit state starts with no amplitude on the detuned level, the population `p` of
that level satisfies `(D² + 4G²) p ≤ 4G²` at every time. -/
theorem detuned_population_le [DecidableEq ι] (D : ℝ) (g : ι → ℂ) (v : Option ι → ℂ)
    (hv : ∑ i, ‖v i‖ ^ 2 = 1) (h0 : v none = 0) (t : ℝ) :
    (D ^ 2 + 4 * couplingSq g) * ‖(evolve (hamiltonian D g) t *ᵥ v) none‖ ^ 2
      ≤ 4 * couplingSq g := by
  have hH : (hamiltonian D g).IsHermitian := by
    refine Matrix.IsHermitian.ext fun i j => ?_
    rcases i with _ | i <;> rcases j with _ | j <;> simp [hamiltonian]
  have hn : ∀ w : Option ι → ℂ, star w ⬝ᵥ w = ((∑ i, ‖w i‖ ^ 2 : ℝ) : ℂ) := by
    intro w
    rw [Complex.ofReal_sum]
    refine Finset.sum_congr rfl fun i _ => ?_
    rw [Pi.star_apply, Complex.star_def, Complex.conj_mul', Complex.ofReal_pow]
  apply population_le_of_zero_energy
  · -- conservation of the norm
    have h := expectation_conserved hH (Commute.one_left _) t v
    rw [one_mulVec, one_mulVec, hn, hn, hv] at h
    exact_mod_cast h
  · -- conservation of the energy, which is zero at the start
    rw [expectation_conserved hH (Commute.refl _) t v, mean_energy, h0]
    simp
```

## A nonzero detuning

Only the simpler dispersive estimate needs `hD`. Since $4G^2p\ge0$, the bound gives $D^2p\le4G^2$, and division by $D^2$ yields $p\le4G^2/D^2$. This is informative when $|D|>2G$. At $D=0$ the division is not possible, and for $G>0$ the bound only says $p\le1$.

For a constant Hamiltonian of this form, the estimate limits the population that a few-level simulation ignores when it leaves out the detuned level. It does not estimate the error in the remaining amplitudes.

```lean
/-- For nonzero detuning, a unit state that starts with no amplitude on the detuned level
never populates it by more than `4G²/D²`. -/
theorem dispersive_bound [DecidableEq ι] {D : ℝ} (hD : D ≠ 0) (g : ι → ℂ) (v : Option ι → ℂ)
    (hv : ∑ i, ‖v i‖ ^ 2 = 1) (h0 : v none = 0) (t : ℝ) :
    ‖(evolve (hamiltonian D g) t *ᵥ v) none‖ ^ 2 ≤ 4 * couplingSq g / D ^ 2 := by
  have h := detuned_population_le D g v hv h0 t
  have hG : 0 ≤ couplingSq g := Finset.sum_nonneg fun k _ => sq_nonneg _
  rw [le_div_iff₀ (by positivity)]
  nlinarith [mul_nonneg hG (sq_nonneg ‖(evolve (hamiltonian D g) t *ᵥ v) none‖)]
```

## At least one nonzero coupling

The hypothesis `hg` says $G>0$, so that the bright state exists; with all couplings zero there is no direction $g/G$. A start in the bright state attains the bound $(D^2+4G^2)p\le4G^2$. The dispersive estimate $4G^2/D^2$ is larger and is never attained for $G>0$.

If $Hw=lw$, then $H^kw=l^kw$, and summing the exponential series gives $e^{-itH}w=e^{-itl}w$. The proof compares the two series term by term.

```lean
/-- An eigenvector of the Hamiltonian with real energy `l` only acquires the phase
`exp(-itl)`. -/
theorem evolve_eigenvector {H : Matrix n n ℂ} {w : n → ℂ} {l : ℝ}
    (h : H *ᵥ w = (l : ℂ) • w) (t : ℝ) :
    evolve H t *ᵥ w = Complex.exp (-(Complex.I * (t : ℂ)) * l) • w := by
  let : NormedRing (Matrix n n ℂ) := Matrix.linftyOpNormedRing
  let : NormedAlgebra ℂ (Matrix n n ℂ) := Matrix.linftyOpNormedAlgebra
  unfold evolve
  generalize -(Complex.I * (t : ℂ)) = c
  have hp : ∀ k : ℕ, (c • H) ^ k *ᵥ w = (c * l) ^ k • w := by
    intro k
    induction k with
    | zero => simp
    | succ k ih =>
      rw [pow_succ, ← mulVec_mulVec, smul_mulVec, h, smul_smul, mulVec_smul, ih,
        smul_smul, pow_succ, mul_comm]
  -- compare the two exponential series term by term
  have h1 := (NormedSpace.exp_series_hasSum_exp' (𝕂 := ℂ) (c • H)).map
    (Matrix.mulVec.addMonoidHomLeft w)
    (show Continuous fun M : Matrix n n ℂ => M *ᵥ w from
      continuous_id.matrix_mulVec continuous_const)
  have h2 := (NormedSpace.exp_series_hasSum_exp' (𝕂 := ℂ) (c * (l : ℂ))).smul_const w
  rw [Complex.exp_eq_exp_ℂ]
  refine h1.unique ?_
  convert h2 using 1
  funext k
  change ((k.factorial : ℂ)⁻¹ • (c • H) ^ k) *ᵥ w = _
  rw [smul_mulVec, hp, smul_assoc]
```

For $w=(l,g)$, row 0 of $Hw$ is $Dl+G^2$ and row $k$ is $g_kl$. Hence $w$ is an eigenvector of energy $l$ when $l^2=Dl+G^2$.

```lean
/-- The dressed vector `w` with amplitude `l` satisfies `H w = l w` whenever `l² = D l + G²`. -/
theorem dressed_eigenvector (D : ℝ) (g : ι → ℂ) {l : ℝ}
    (hl : l ^ 2 = D * l + couplingSq g) :
    hamiltonian D g *ᵥ dressed g l = (l : ℂ) • dressed g l := by
  have hs : ∑ k, conj (g k) * g k = (couplingSq g : ℂ) := by
    rw [couplingSq, Complex.ofReal_sum]
    refine Finset.sum_congr rfl fun k _ => ?_
    rw [Complex.conj_mul', Complex.ofReal_pow]
  have hl' : (l : ℂ) ^ 2 = D * l + couplingSq g := by exact_mod_cast hl
  funext i
  rcases i with _ | k
  · simp only [mulVec, dotProduct, Fintype.sum_option, hamiltonian, Matrix.of_apply,
      dressed, Pi.smul_apply, smul_eq_mul]
    rw [hs]
    linear_combination -hl'
  · simp only [mulVec, dotProduct, Fintype.sum_option, hamiltonian, Matrix.of_apply,
      dressed, Pi.smul_apply, smul_eq_mul, zero_mul, Finset.sum_const_zero, add_zero]
    ring
```

Let $W=\sqrt{D^2+4G^2}$. The roots are $a=(D+W)/2$ and $b=(D-W)/2$, with $a-b=W$ and $ab=-G^2$. Therefore
$$(0,g/G)=\frac{a\,(b,g)-b\,(a,g)}{GW}.$$
At $t=\pi/W$ we have $e^{-ita}=-e^{-itb}$, so
$$\psi_0=\frac{ab\,(e^{-itb}-e^{-ita})}{GW}=-\frac{2G}{W}e^{-itb},\qquad p=\frac{4G^2}{W^2}.$$
In the proof, `hdec` is the decomposition, `hphase` the relative sign and `hamp` the amplitude.

```lean
/-- For couplings that are not all zero, the bright state is a unit state without amplitude
on the detuned level, and at time `π/√(D² + 4G²)` the population `p` of that level
satisfies `(D² + 4G²) p = 4G²`. -/
theorem brightState_saturates [DecidableEq ι] (D : ℝ) (g : ι → ℂ) (hg : 0 < couplingSq g) :
    ∑ i, ‖brightState g i‖ ^ 2 = 1 ∧ brightState g none = 0 ∧
    (D ^ 2 + 4 * couplingSq g) * ‖(evolve (hamiltonian D g)
      (Real.pi / Real.sqrt (D ^ 2 + 4 * couplingSq g)) *ᵥ brightState g) none‖ ^ 2
      = 4 * couplingSq g := by
  have hGsq := Real.sq_sqrt hg.le
  have hGpos := Real.sqrt_pos.mpr hg
  refine ⟨?_, rfl, ?_⟩
  · simp only [Fintype.sum_option, brightState, norm_zero, norm_div, Complex.norm_real,
      Real.norm_eq_abs, div_pow, sq_abs, hGsq]
    rw [← Finset.sum_div, ← couplingSq, div_self hg.ne']
    norm_num
  · have hpos : 0 < D ^ 2 + 4 * couplingSq g := by positivity
    have hWsq := Real.sq_sqrt hpos.le
    have hWpos := Real.sqrt_pos.mpr hpos
    obtain ⟨G, hG⟩ : ∃ x, x = Real.sqrt (couplingSq g) := ⟨_, rfl⟩
    obtain ⟨W, hW⟩ : ∃ x, x = Real.sqrt (D ^ 2 + 4 * couplingSq g) := ⟨_, rfl⟩
    rw [← hG] at hGsq hGpos
    rw [← hW] at hWsq hWpos ⊢
    obtain ⟨t, ht⟩ : ∃ x, x = Real.pi / W := ⟨_, rfl⟩
    rw [← ht]
    -- the two dressed energies
    obtain ⟨a, ha⟩ : ∃ x, x = (D + W) / 2 := ⟨_, rfl⟩
    obtain ⟨b, hb⟩ : ∃ x, x = (D - W) / 2 := ⟨_, rfl⟩
    have hea := dressed_eigenvector D g (l := a) (by rw [ha]; linarith)
    have heb := dressed_eigenvector D g (l := b) (by rw [hb]; linarith)
    have hab : (a : ℂ) = b + W := by
      have : a = b + W := by rw [ha, hb]; ring
      exact_mod_cast this
    have hprod : (a : ℂ) * b = -(G : ℂ) ^ 2 := by
      have : a * b = -G ^ 2 := by rw [ha, hb]; linarith
      exact_mod_cast this
    have htW : (t : ℂ) * W = Real.pi := by
      have : t * W = Real.pi := by rw [ht]; exact div_mul_cancel₀ _ hWpos.ne'
      exact_mod_cast this
    have hG0 : (G : ℂ) ≠ 0 := by exact_mod_cast hGpos.ne'
    have hW0 : (W : ℂ) ≠ 0 := by exact_mod_cast hWpos.ne'
    have hdec : brightState g = ((G : ℂ) * W)⁻¹ •
        ((a : ℂ) • dressed g b - (b : ℂ) • dressed g a) := by
      funext i
      rcases i with _ | k
      · simp only [brightState, dressed, Pi.smul_apply, Pi.sub_apply, smul_eq_mul]
        ring
      · simp only [brightState, dressed, Pi.smul_apply, Pi.sub_apply, smul_eq_mul]
        rw [← hG, hab, ← sub_mul, add_sub_cancel_left]
        field_simp
    -- at this time the two dressed states have opposite relative phase
    have hphase : Complex.exp (-(Complex.I * (t : ℂ)) * a)
        = -Complex.exp (-(Complex.I * (t : ℂ)) * b) := by
      have : -(Complex.I * (t : ℂ)) * a
          = -(Complex.I * (t : ℂ)) * b - Real.pi * Complex.I := by
        linear_combination (-(Complex.I * (t : ℂ))) * hab - Complex.I * htW
      rw [this, Complex.exp_sub, Complex.exp_pi_mul_I, div_neg, div_one]
    have hunit : ‖Complex.exp (-(Complex.I * (t : ℂ)) * b)‖ = 1 := by
      have : -(Complex.I * (t : ℂ)) * b = ((-(t * b) : ℝ) : ℂ) * Complex.I := by
        push_cast
        ring
      rw [this, Complex.norm_exp_ofReal_mul_I]
    have hamp : (evolve (hamiltonian D g) t *ᵥ brightState g) none
        = ((-(2 * G / W) : ℝ) : ℂ) * Complex.exp (-(Complex.I * (t : ℂ)) * b) := by
      rw [hdec, mulVec_smul, mulVec_sub, mulVec_smul, mulVec_smul,
        evolve_eigenvector hea, evolve_eigenvector heb, hphase]
      simp only [dressed, Pi.smul_apply, Pi.sub_apply, smul_eq_mul]
      generalize Complex.exp (-(Complex.I * (t : ℂ)) * b) = e
      have h1 : ((G : ℂ) * W)⁻¹ * (a * (e * b) - b * (-e * a))
          = ((G : ℂ) * W)⁻¹ * (2 * (a * b)) * e := by ring
      have h2 : ((G : ℂ) * W)⁻¹ * (2 * -(G : ℂ) ^ 2) = -(2 * G / W) := by
        field_simp
      rw [h1, hprod, h2]
      push_cast
      ring
    rw [hamp, norm_mul, hunit, mul_one, Complex.norm_real, Real.norm_eq_abs, sq_abs,
      ← hWsq, ← hGsq]
    field_simp
    norm_num

end

end FarDetunedLevel
```

```lean
#print axioms FarDetunedLevel.detuned_population_le
#print axioms FarDetunedLevel.dispersive_bound
#print axioms FarDetunedLevel.brightState_saturates
```

```
'FarDetunedLevel.detuned_population_le' depends on axioms: [propext, Classical.choice, Quot.sound]
'FarDetunedLevel.dispersive_bound' depends on axioms: [propext, Classical.choice, Quot.sound]
'FarDetunedLevel.brightState_saturates' depends on axioms: [propext, Classical.choice, Quot.sound]
```

## One degenerate level

With a single degenerate level, $G=|g_1|$ and the system is the two-level Rabi problem. For $G>0$ and a start in level 1, the textbook solution is $p(t)=(4G^2/W^2)\sin^2(Wt/2)$, whose first maximum is at $t=\pi/W$. With no degenerate level at all, no unit state has $v_0=0$, and the bound holds vacuously.
